# For a contact interaction on a finite grid, the Coulomb and exchange matrices are equal

Give a single electron a contact repulsion and compute its mean field from the Coulomb matrix alone: the electron repels itself. In a fully spin-polarised system, the same omission produces an interaction energy that Hartree-Fock theory does not contain. Exchange removes this energy exactly, because for a contact interaction J(D) = K(D) for every matrix D. The same-spin Fock matrix h + J(D) − K(D) is then just h.

## Integrals and matrices on a grid

Let X be a finite set of grid points and ι a finite set of orbital labels.

In Lean 4 with Mathlib:

```lean
import Mathlib

open Matrix

namespace ContactHartreeFock

noncomputable section

variable {ι X : Type*} [Fintype ι] [Fintype X]
```

The orbitals f_p(x) may be complex and need not be orthonormal. A real pair interaction v(x,y) gives the two-electron integrals

(pq|rs) = Σ_x Σ_y f_p(x)* f_q(x) v(x,y) f_r(y)* f_s(y).

The conjugates sit on p and r. Any quadrature weights are absorbed in v.

```lean
/-- Two-electron integral `(pq|rs)` of a pair interaction `v` on a grid, for complex
orbitals `f`. -/
def eri (v : X → X → ℝ) (f : ι → X → ℂ) (p q r s : ι) : ℂ :=
  ∑ x, ∑ y, star (f p x) * f q x * (v x y : ℂ) * (star (f r y) * f s y)
```

In a contact interaction, electrons meet only at the same point, with a real strength u(x) that may vary over the grid:

v(x,y) = u(x) if x = y, and 0 otherwise.

```lean
/-- Contact interaction: two electrons interact only at the same grid point `x`,
with strength `u x`. -/
def contact [DecidableEq X] (u : X → ℝ) (x y : X) : ℝ := if x = y then u x else 0
```

The Coulomb matrix contracts a density matrix D with the second pair of labels:

J(D)_pq = Σ_r Σ_s D_sr (pq|rs).

```lean
/-- Coulomb matrix `J(D)` built from the integrals `g p q r s = (pq|rs)`. -/
def coulomb (g : ι → ι → ι → ι → ℂ) (D : Matrix ι ι ℂ) : Matrix ι ι ℂ :=
  Matrix.of fun p q => ∑ r, ∑ s, D s r * g p q r s
```

The exchange matrix has q and s interchanged in the integral:

K(D)_pq = Σ_r Σ_s D_sr (ps|rq).

```lean
/-- Exchange matrix `K(D)` built from the integrals `g p q r s = (pq|rs)`. -/
def exchange (g : ι → ι → ι → ι → ℂ) (D : Matrix ι ι ℂ) : Matrix ι ι ℂ :=
  Matrix.of fun p q => ∑ r, ∑ s, D s r * g p s r q
```

In unrestricted Hartree-Fock theory, an electron feels the Coulomb field of both spins but exchange only with its own:

F = h + J(D_same + D_other) − K(D_same).

There is one density matrix per spin, so solutions that mix the spins are not described.

```lean
/-- Unrestricted Fock matrix of one spin: Coulomb terms from both spin densities,
exchange from the same spin only. -/
def fock (h : Matrix ι ι ℂ) (g : ι → ι → ι → ι → ℂ) (Dsame Dother : Matrix ι ι ℂ) :
    Matrix ι ι ℂ :=
  h + coulomb g (Dsame + Dother) - exchange g Dsame
```

The energy counts each pair once, hence the factor ½. With D = D_a + D_b,

E_HF = Tr(hD) + ½ [Tr(J(D)D) − Tr(K(D_a)D_a) − Tr(K(D_b)D_b)].

The matrices h, D_a and D_b are arbitrary complex matrices here. Neither Hermiticity nor self-consistency is assumed.

```lean
/-- Unrestricted Hartree-Fock energy of the spin density matrices `Da` and `Db`. -/
def energy (h : Matrix ι ι ℂ) (g : ι → ι → ι → ι → ℂ) (Da Db : Matrix ι ι ℂ) : ℂ :=
  trace (h * (Da + Db)) + 1 / 2 * (trace (coulomb g (Da + Db) * (Da + Db))
    - trace (exchange g Da * Da) - trace (exchange g Db * Db))
```

The density belonging to D is

ρ_D(x) = Σ_r Σ_s D_sr f_r(x)* f_s(x).

```lean
/-- Electron density at the grid point `x` for the density matrix `D`. -/
def density (f : ι → X → ℂ) (D : Matrix ι ι ℂ) (x : X) : ℂ :=
  ∑ r, ∑ s, D s r * (star (f r x) * f s x)
```

The converse, that J(D) = K(D) for every D forces a contact interaction, is proved below in one convenient basis: orbitals localised on single points, labelled by the points themselves, with f_p(x) = 1 if p = x and 0 otherwise.

```lean
/-- Orbitals localised on single grid points. -/
def site [DecidableEq X] (p x : X) : ℂ := if p = x then 1 else 0
```

## Why J equals K

For a contact interaction, only y = x survives in the inner sum, so

(pq|rs) = Σ_x u(x) f_p(x)* f_q(x) f_r(x)* f_s(x).

In the proof, `Finset.sum_eq_single` selects that term and `ring` reorders the factors.

```lean
omit [Fintype ι] in
/-- The integrals of a contact interaction are single sums over the grid of the strength times a
product of four orbital values, those of `p` and `r` conjugated. -/
theorem eri_contact [DecidableEq X] (u : X → ℝ) (f : ι → X → ℂ) (p q r s : ι) :
    eri (contact u) f p q r s =
      ∑ x, (u x : ℂ) * (star (f p x) * f q x * star (f r x) * f s x) := by
  unfold eri
  refine Finset.sum_congr rfl fun x _ => ?_
  -- only the diagonal point y = x contributes
  refine (Finset.sum_eq_single x ?_ ?_).trans ?_
  · intro y _ hy
    simp [contact, hy.symm]
  · intro hx
    exact absurd (Finset.mem_univ x) hx
  · simp only [contact, ↓reduceIte]
    ring
```

For arbitrary numbers (pq|rs), equality of J and K on all matrices is a symmetry of the integrals:

J(D) = K(D) for all D ⇔ (pq|rs) = (ps|rq) for all p, q, r, s.

From right to left, the two sums agree term by term. From left to right, take D with a single entry 1 at position (s,r). Then J(D)_pq = (pq|rs) and K(D)_pq = (ps|rq), so the two integrals are equal.

```lean
/-- Coulomb and exchange matrices agree for every `D` exactly when the integrals
satisfy `(pq|rs) = (ps|rq)`. -/
theorem coulomb_eq_exchange_iff (g : ι → ι → ι → ι → ℂ) :
    (∀ D, coulomb g D = exchange g D) ↔ ∀ p q r s, g p q r s = g p s r q := by
  classical
  constructor
  · intro h p q r s
    -- probe with the matrix whose only nonzero entry is (s, r)
    have h1 := congrFun (congrFun
      (h (Matrix.of fun a b => if a = s then (if b = r then 1 else 0) else 0)) p) q
    simpa [coulomb, exchange] using h1
  · intro h D
    ext p q
    simp only [coulomb, exchange, Matrix.of_apply]
    exact Finset.sum_congr rfl fun r _ => Finset.sum_congr rfl fun s _ => by
      rw [h p q r s]
```

Contact integrals have this symmetry, since f_q(x) and f_s(x) are unconjugated factors at the same point and commute:

f_p* f_q f_r* f_s = f_p* f_s f_r* f_q.

Real orbitals can hide an indexing error at this point. For them, every permutation of the four labels leaves a contact integral unchanged, so an exchange matrix wrongly built from (pr|sq) still passes the test J = K. With complex orbitals, that integral conjugates s instead of r, and the test can fail.

```lean
/-- For a contact interaction the Coulomb and exchange matrices coincide for every
matrix `D`. -/
theorem contact_coulomb_eq_exchange [DecidableEq X] (u : X → ℝ) (f : ι → X → ℂ)
    (D : Matrix ι ι ℂ) :
    coulomb (eri (contact u) f) D = exchange (eri (contact u) f) D := by
  refine (coulomb_eq_exchange_iff _).mpr (fun p q r s => ?_) D
  rw [eri_contact, eri_contact]
  exact Finset.sum_congr rfl fun x _ => by ring
```

Subtracting equal matrices leaves the one-electron matrix:

h + J(D) − K(D) = h.

```lean
/-- With a contact interaction the same-spin Fock matrix `h + J(D) - K(D)` is the
one-electron matrix `h`. -/
theorem same_spin_fock_contact [DecidableEq X] (u : X → ℝ) (f : ι → X → ℂ)
    (h D : Matrix ι ι ℂ) :
    h + coulomb (eri (contact u) f) D - exchange (eri (contact u) f) D = h := by
  rw [contact_coulomb_eq_exchange, add_sub_cancel_right]
```

## What remains when both spins are present

J is linear in D, so the same-spin terms cancel and the opposite-spin field is left:

F = h + J(D_same) + J(D_other) − K(D_same) = h + J(D_other).

The proof establishes the additivity of J, which is all it uses of linearity, as `hadd`, replaces K by J and cancels with `abel`.

```lean
/-- With both spins present, the Fock matrix of a contact interaction is `h` plus the
Coulomb matrix of the opposite spin. -/
theorem fock_contact [DecidableEq X] (u : X → ℝ) (f : ι → X → ℂ)
    (h Dsame Dother : Matrix ι ι ℂ) :
    fock h (eri (contact u) f) Dsame Dother =
      h + coulomb (eri (contact u) f) Dother := by
  have hadd : coulomb (eri (contact u) f) (Dsame + Dother) =
      coulomb (eri (contact u) f) Dsame + coulomb (eri (contact u) f) Dother := by
    ext p q
    simp only [coulomb, Matrix.of_apply, Matrix.add_apply, add_mul,
      Finset.sum_add_distrib]
  rw [fock, hadd, ← contact_coulomb_eq_exchange]
  abel
```

For the energy, insert the contact integral into J and carry out the sums over r and s:

J(D)_pq = Σ_x u(x) ρ_D(x) f_p(x)* f_q(x).

This is the matrix of the local potential uρ_D. Multiplying by E_qp, for a second matrix E, and summing over p and q gives

Tr(J(D)E) = Σ_x u(x) ρ_D(x) ρ_E(x).

The first formula is `hJ` in the proof; the remaining steps exchange the order of finite sums.

```lean
/-- The Coulomb contraction of two density matrices under a contact interaction is the
grid sum of the product of their densities, weighted by the strength. -/
theorem trace_coulomb_contact [DecidableEq X] (u : X → ℝ) (f : ι → X → ℂ)
    (D E : Matrix ι ι ℂ) :
    trace (coulomb (eri (contact u) f) D * E) =
      ∑ x, (u x : ℂ) * density f D x * density f E x := by
  -- the Coulomb matrix is the matrix of the local potential u ρ
  have hJ : ∀ p q, coulomb (eri (contact u) f) D p q =
      ∑ x, (u x : ℂ) * density f D x * (star (f p x) * f q x) := by
    intro p q
    simp only [coulomb, Matrix.of_apply, eri_contact, density, Finset.mul_sum,
      Finset.sum_mul]
    symm
    refine Finset.sum_comm.trans (Finset.sum_congr rfl fun r _ => ?_)
    refine Finset.sum_comm.trans (Finset.sum_congr rfl fun s _ => ?_)
    exact Finset.sum_congr rfl fun x _ => by ring
  have hE : ∀ x, density f E x = ∑ p, ∑ q, E q p * (star (f p x) * f q x) :=
    fun _ => rfl
  simp only [Matrix.trace, Matrix.diag_apply, Matrix.mul_apply, hJ, hE,
    Finset.mul_sum, Finset.sum_mul]
  symm
  refine Finset.sum_comm.trans (Finset.sum_congr rfl fun p _ => ?_)
  refine Finset.sum_comm.trans (Finset.sum_congr rfl fun q _ => ?_)
  exact Finset.sum_congr rfl fun x _ => by ring
```

Since K = J, all three interaction traces have this form. With ρ_a and ρ_b the densities of D_a and D_b, the interaction energy is

½ Σ_x u [(ρ_a + ρ_b)² − ρ_a² − ρ_b²] = Σ_x u ρ_a ρ_b.

The expansion of the square is `key`, and `linear_combination` supplies the factor ½. In the single-point basis with constant u, this is the interaction term of the mean-field Hubbard model with one density matrix per spin.

```lean
/-- The Hartree-Fock energy of a contact interaction is the one-electron energy plus the
weighted grid sum of the product of the two spin densities. -/
theorem energy_contact [DecidableEq X] (u : X → ℝ) (f : ι → X → ℂ)
    (h Da Db : Matrix ι ι ℂ) :
    energy h (eri (contact u) f) Da Db = trace (h * (Da + Db)) +
      ∑ x, (u x : ℂ) * density f Da x * density f Db x := by
  have hadd : ∀ x, density f (Da + Db) x = density f Da x + density f Db x := by
    intro x
    simp only [density, Matrix.add_apply, add_mul, Finset.sum_add_distrib]
  -- expand the square of the total density
  have key : ∑ x, (u x : ℂ) * density f (Da + Db) x * density f (Da + Db) x =
      ∑ x, (u x : ℂ) * density f Da x * density f Da x +
      ∑ x, (u x : ℂ) * density f Db x * density f Db x +
      2 * ∑ x, (u x : ℂ) * density f Da x * density f Db x := by
    rw [Finset.mul_sum, ← Finset.sum_add_distrib, ← Finset.sum_add_distrib]
    exact Finset.sum_congr rfl fun x _ => by rw [hadd]; ring
  rw [energy, ← contact_coulomb_eq_exchange, ← contact_coulomb_eq_exchange,
    trace_coulomb_contact, trace_coulomb_contact, trace_coulomb_contact]
  linear_combination (1 / 2 : ℂ) * key
```

Take two grid points with u = (4, 8) and the orbitals f_1 = (1, 1)/√2 and f_2 = (1, −1)/√2. Put one electron in f_1, so that D_11 = 1 is the only nonzero entry. Then

J_11 = (11|11) = (4 + 8)/4 = 3, K_11 = (11|11) = 3
J_12 = (12|11) = (4 − 8)/4 = −1, K_12 = (11|12) = −1
J_22 = (22|11) = (4 + 8)/4 = 3, K_22 = (21|12) = 3

and the 21 entries are also −1. The Coulomb term alone would give this electron a self-energy of ½ · 3 = 1.5. An electron of opposite spin in f_2 has density (½, ½), as does the first, and the pair energy is 4 · ¼ + 8 · ¼ = 3.

## Which interactions have the property

In the single-point basis, the factors force x = p = q and y = r = s, so

(pq|rs) = v(p,r) if q = p and s = r, and 0 otherwise.

The proof picks out x = p and y = r, then checks the cases for q and s.

```lean
/-- In the basis of single-point orbitals, `(pq|rs)` is `v p r` if `q = p` and `s = r`,
and zero otherwise. -/
theorem eri_site [DecidableEq X] (v : X → X → ℝ) (p q r s : X) :
    eri v site p q r s = if q = p ∧ s = r then (v p r : ℂ) else 0 := by
  unfold eri
  refine (Finset.sum_eq_single p ?_ ?_).trans
    ((Finset.sum_eq_single r ?_ ?_).trans ?_)
  · intro x _ hx
    simp [site, hx.symm]
  · intro hp
    exact absurd (Finset.mem_univ p) hp
  · intro y _ hy
    simp [site, hy.symm]
  · intro hr
    exact absurd (Finset.mem_univ r) hr
  · by_cases h1 : q = p <;> by_cases h2 : s = r <;> simp [site, h1, h2]
```

Suppose J = K for all D in this basis, and let x ≠ y. The integral symmetry gives

v(x,y) = (xx|yy) = (xy|yx) = 0.

Conversely, let v vanish between distinct points. If p ≠ r, both (pq|rs) and (ps|rq) are zero. If p = r, both equal v(p,p) when q = s = p and vanish otherwise. In this basis, then, contact interactions are exactly those with J = K for every D. The choice of basis matters: with a single basis orbital, (pq|rs) and (ps|rq) are the same number for any v.

```lean
/-- In the basis of single-point orbitals, Coulomb and exchange matrices agree for every
`D` exactly when the interaction vanishes between distinct grid points. -/
theorem site_coulomb_eq_exchange_iff [DecidableEq X] (v : X → X → ℝ) :
    (∀ D, coulomb (eri v site) D = exchange (eri v site) D) ↔
      ∀ x y, x ≠ y → v x y = 0 := by
  rw [coulomb_eq_exchange_iff]
  constructor
  · intro h x y hxy
    -- compare the direct integral (xx|yy) with the exchange integral (xy|yx)
    have h1 := h x x y y
    simpa [eri_site, hxy, hxy.symm] using h1
  · intro hv p q r s
    rw [eri_site, eri_site]
    by_cases hpr : p = r
    · subst hpr
      simp only [and_comm]
    · simp [hv p r hpr]

end

end ContactHartreeFock
```

```lean
#print axioms ContactHartreeFock.contact_coulomb_eq_exchange
#print axioms ContactHartreeFock.fock_contact
#print axioms ContactHartreeFock.energy_contact
#print axioms ContactHartreeFock.site_coulomb_eq_exchange_iff
```

```
'ContactHartreeFock.contact_coulomb_eq_exchange' depends on axioms: [propext, Classical.choice, Quot.sound]
'ContactHartreeFock.fock_contact' depends on axioms: [propext, Classical.choice, Quot.sound]
'ContactHartreeFock.energy_contact' depends on axioms: [propext, Classical.choice, Quot.sound]
'ContactHartreeFock.site_coulomb_eq_exchange_iff' depends on axioms: [propext, Classical.choice, Quot.sound]
```
